# Site occupations bound the entropy of a free-fermion correlation matrix

In a free-fermion entanglement calculation, the correlation matrix of a region is available before it is diagonalised. Summing the binary entropies of its diagonal entries then gives an upper limit for the entropy that the eigenvalues will produce. An eigenvalue sum above that limit by more than rounding signals an error.

## Averaging occupations over sites

Let \(C_{ij}=\langle c_j^\dagger c_i\rangle\) be the correlation matrix of a finite region, with \(c_i\) the annihilation operator at site \(i\). It is Hermitian, and the Pauli principle gives \(0\le C\le I\): no orbital holds fewer than zero or more than one fermion. Let \(p_k\) be its eigenvalues and

\[
h(x)=-x\log x-(1-x)\log(1-x),\qquad h(0)=h(1)=0.
\]

The claim is

\[
\sum_k h(p_k)\le\sum_i h(C_{ii}),
\]

with equality exactly when \(C\) is diagonal in the site basis.

The function \(\eta(x)=-x\log x\) has \(\eta''(x)=-1/x<0\) for \(x>0\) and is continuous at 0, so it is strictly concave on \([0,\infty)\). Hence \(h(x)=\eta(x)+\eta(1-x)\) is strictly concave on \([0,1]\).

Write \(C=UPU^\dagger\) with \(U\) unitary and \(P=\mathrm{diag}(p_k)\). The weights \(w_{ik}=|U_{ik}|^2\) have unit row sums because \(UU^\dagger=I\), and unit column sums because \(U^\dagger U=I\). The diagonal of \(C\) is

\[
C_{ii}=\sum_k U_{ik}\,p_k\,\overline{U_{ik}}=\sum_k w_{ik}p_k .
\]

Also \(p_k=(U^\dagger CU)_{kk}\ge0\) and \(1-p_k=(U^\dagger(I-C)U)_{kk}\ge0\), so \(p_k\in[0,1]\). The column sums, followed by Jensen's inequality at each site, give

\[
\sum_k h(p_k)=\sum_i\sum_k w_{ik}h(p_k)\le\sum_i h\Big(\sum_k w_{ik}p_k\Big)=\sum_i h(C_{ii}).
\]

Equality of the sums requires equality at every site. By strict concavity this means \(p_k=C_{ii}\) whenever \(U_{ik}\ne0\). Then \(U_{ik}p_k=C_{ii}U_{ik}\) for all \(i,k\), that is \(UP=DU\) with \(D=\mathrm{diag}(C_{ii})\), and so \(C=UPU^\dagger=D\). Conversely, if \(C\) is diagonal, \(CU=UP\) reads \(C_{ii}U_{ik}=U_{ik}p_k\), which returns the condition.

It does not follow that all \(p_k\) equal \(C_{ii}\). For \(C=\mathrm{diag}(0,1)\) and \(U=I\) equality holds although the occupations differ; only orbitals with weight at site \(i\) are constrained.

For another orthonormal basis, the columns of a unitary \(V\), we have \(V^\dagger CV=(V^\dagger U)P(V^\dagger U)^\dagger\). The eigenvalues \(p_k\) are unchanged, so the bound holds with \((V^\dagger CV)_{ii}\) on the right.

## Sites, orbitals and occupations in Lean

The finite type `n` labels the sites and also the orbitals.

```lean
import Mathlib

open scoped Matrix ComplexOrder

namespace FreeFermionEntropy

noncomputable section

variable {n : Type*} [Fintype n] [DecidableEq n]
```

The function \(h\), in nats, is `modeEntropy`; in the code the letter `h` names hypotheses instead.

```lean
/-- Binary entropy, in nats, of a fermionic mode with occupation `x` in `[0, 1]`. -/
def modeEntropy (x : ℝ) : ℝ := Real.negMulLog x + Real.negMulLog (1 - x)
```

The weight \(w_{ik}\) is `weight U i k`.

```lean
/-- The weight `|U i k|²`. For unitary `U` it is the probability of finding a particle in orbital
`k` at site `i`. -/
def weight (U : Matrix n n ℂ) (i k : n) : ℝ := Complex.normSq (U i k)
```

The next structure records \(C=UPU^\dagger\) for any unitary and real occupations, so the argument is not tied to one choice of eigenvectors.

```lean
/-- `C = U diag(p) U†` with `U` unitary and `p` real. When `C` is a correlation matrix, the columns
of `U` are natural orbitals and `p` lists their occupations. -/
structure IsNaturalOrbitals (C U : Matrix n n ℂ) (p : n → ℝ) : Prop where
  unitary : U ∈ Matrix.unitaryGroup n ℂ
  decomp : C = U * Matrix.diagonal (fun k => (p k : ℂ)) * Uᴴ
```

## The ingredients of Jensen's inequality

Strict concavity of \(\eta\) is used twice, for particles and for holes, and the two inequalities are added.

```lean
/-- The binary entropy is strictly concave on `[0, 1]`. -/
theorem strictConcaveOn_modeEntropy :
    StrictConcaveOn ℝ (Set.Icc 0 1) modeEntropy := by
  refine ⟨convex_Icc 0 1, fun x hx y hy hxy a b ha hb hab => ?_⟩
  have h1 := Real.strictConcaveOn_negMulLog.2 (Set.mem_Ici.mpr hx.1)
    (Set.mem_Ici.mpr hy.1) hxy ha hb hab
  have h2 := Real.strictConcaveOn_negMulLog.2
    (Set.mem_Ici.mpr (sub_nonneg.mpr hx.2)) (Set.mem_Ici.mpr (sub_nonneg.mpr hy.2))
    (fun h => hxy (by linarith)) ha hb hab
  simp only [smul_eq_mul] at h1 h2 ⊢
  -- the hole occupation averages like the particle occupation
  have e : a * (1 - x) + b * (1 - y) = 1 - (a * x + b * y) := by
    linear_combination hab
  rw [e] at h2
  unfold modeEntropy
  linarith
```

The auxiliary claim `row` treats any \(W\) with \(WW^\dagger=I\). Applied to \(U\) and to \(U^\dagger\), it gives both sets of sums.

```lean
/-- For a unitary `U` the weights `|U i k|²` form a doubly stochastic matrix:
all rows and all columns sum to one. -/
theorem weight_doublyStochastic {U : Matrix n n ℂ} (hU : U ∈ Matrix.unitaryGroup n ℂ) :
    (∀ i, ∑ k, weight U i k = 1) ∧ (∀ k, ∑ i, weight U i k = 1) := by
  have row : ∀ W : Matrix n n ℂ, W * Wᴴ = 1 → ∀ i, ∑ k, weight W i k = 1 := by
    intro W hW i
    have h : (W * Wᴴ) i i = 1 := by rw [hW, Matrix.one_apply_eq]
    rw [Matrix.mul_apply] at h
    have h2 : ((∑ k, weight W i k : ℝ) : ℂ) = 1 := by
      refine Eq.trans ?_ h
      rw [Complex.ofReal_sum]
      exact Finset.sum_congr rfl fun k _ => (Complex.mul_conj (W i k)).symm
    exact_mod_cast h2
  refine ⟨row U (Matrix.mem_unitaryGroup_iff.mp hU), fun k => ?_⟩
  -- the rows of the adjoint are the conjugated columns of `U`
  have h := row Uᴴ (by
    rw [Matrix.conjTranspose_conjTranspose]
    exact Matrix.mem_unitaryGroup_iff'.mp hU) k
  refine Eq.trans (Finset.sum_congr rfl fun i _ => ?_) h
  exact (Complex.normSq_conj (U i k)).symm
```

The real part in `(C i i).re` only changes the type, since a Hermitian matrix has a real diagonal.

```lean
/-- The density at site `i` is the average of the natural occupations
with weights `|U i k|²`. -/
theorem IsNaturalOrbitals.density_eq {C U : Matrix n n ℂ} {p : n → ℝ}
    (h : IsNaturalOrbitals C U p) (i : n) :
    (C i i).re = ∑ k, weight U i k * p k := by
  rw [h.decomp, Matrix.mul_apply, Complex.re_sum]
  refine Finset.sum_congr rfl fun k _ => ?_
  rw [Matrix.mul_diagonal, Matrix.conjTranspose_apply]
  simp [weight, Complex.normSq_apply]
  ring
```

The bounds \(0\le C\le I\) appear as `C.PosSemidef` and `(1 - C).PosSemidef`. Conjugation by \(U\) preserves both.

```lean
/-- If `0 ≤ C ≤ I`, every natural occupation lies in `[0, 1]`. -/
theorem IsNaturalOrbitals.occupation_mem {C U : Matrix n n ℂ} {p : n → ℝ}
    (h : IsNaturalOrbitals C U p) (h0 : C.PosSemidef) (h1 : (1 - C).PosSemidef) (k : n) :
    p k ∈ Set.Icc (0 : ℝ) 1 := by
  have hV : Uᴴ * U = 1 := Matrix.mem_unitaryGroup_iff'.mp h.unitary
  have hD : Uᴴ * C * U = Matrix.diagonal (fun k => (p k : ℂ)) := by
    rw [h.decomp]
    calc Uᴴ * (U * Matrix.diagonal (fun k => (p k : ℂ)) * Uᴴ) * U
        = (Uᴴ * U) * Matrix.diagonal (fun k => (p k : ℂ)) * (Uᴴ * U) := by
          simp only [Matrix.mul_assoc]
      _ = _ := by rw [hV, one_mul, mul_one]
  have hE : Uᴴ * (1 - C) * U = 1 - Matrix.diagonal (fun k => (p k : ℂ)) := by
    rw [mul_sub, sub_mul, mul_one, hV, hD]
  have a := (h0.conjTranspose_mul_mul_same U).diag_nonneg (i := k)
  have b := (h1.conjTranspose_mul_mul_same U).diag_nonneg (i := k)
  rw [hD, Matrix.diagonal_apply_eq] at a
  rw [hE, Matrix.sub_apply, Matrix.one_apply_eq, Matrix.diagonal_apply_eq] at b
  have a' := (Complex.le_def.mp a).1
  have b' := (Complex.le_def.mp b).1
  exact ⟨by simpa using a', by simpa using b'⟩
```

## The inequality and its equality case

Here `hsum` redistributes the entropy over sites, `hle` is Jensen's inequality, and `heq` is its equality condition. The two bullets at the end prove the two directions: `hUD` is \(UP=DU\), and `hCU` is \(CU=UP\).

```lean
/-- For natural occupations in `[0, 1]`, their summed binary entropy is at most that of the
site densities, with equality exactly when `C` is diagonal. -/
theorem IsNaturalOrbitals.entropy_le_and_eq_iff {C U : Matrix n n ℂ} {p : n → ℝ}
    (h : IsNaturalOrbitals C U p) (hp : ∀ k, p k ∈ Set.Icc (0 : ℝ) 1) :
    ∑ k, modeEntropy (p k) ≤ ∑ i, modeEntropy (C i i).re ∧
    (∑ k, modeEntropy (p k) = ∑ i, modeEntropy (C i i).re ↔ C.IsDiag) := by
  obtain ⟨hrow, hcol⟩ := weight_doublyStochastic h.unitary
  -- unit column sums distribute the spectral entropy over the sites
  have hsum : ∑ k, modeEntropy (p k) = ∑ i, ∑ k, weight U i k * modeEntropy (p k) := by
    rw [Finset.sum_comm]
    refine Finset.sum_congr rfl fun k _ => ?_
    rw [← Finset.sum_mul, hcol, one_mul]
  -- Jensen's inequality on each site, and its equality case
  have hle : ∀ i ∈ Finset.univ,
      ∑ k, weight U i k * modeEntropy (p k) ≤ modeEntropy (C i i).re := by
    intro i _
    rw [h.density_eq i]
    exact strictConcaveOn_modeEntropy.concaveOn.le_map_sum
      (fun k _ => Complex.normSq_nonneg (U i k)) (hrow i) (fun k _ => hp k)
  have heq : ∀ i, ∑ k, weight U i k * modeEntropy (p k) = modeEntropy (C i i).re ↔
      ∀ k, U i k ≠ 0 → p k = (C i i).re := by
    intro i
    have hJ := strictConcaveOn_modeEntropy.map_sum_eq_iff' (t := Finset.univ)
      (w := fun k => weight U i k) (p := p)
      (fun k _ => Complex.normSq_nonneg (U i k)) (hrow i) (fun k _ => hp k)
    simp only [smul_eq_mul, ← h.density_eq i, Finset.mem_univ, true_imp_iff] at hJ
    refine eq_comm.trans (hJ.trans (forall_congr' fun k => ?_))
    simp only [weight, ne_eq, Complex.normSq_eq_zero]
  rw [hsum]
  refine ⟨Finset.sum_le_sum hle, (Finset.sum_eq_sum_iff_of_le hle).trans ⟨?_, ?_⟩⟩
  · intro hall
    have hUD : U * Matrix.diagonal (fun k => (p k : ℂ)) =
        Matrix.diagonal (fun i => ((C i i).re : ℂ)) * U := by
      ext i k
      rw [Matrix.mul_diagonal, Matrix.diagonal_mul]
      by_cases hz : U i k = 0
      · simp [hz]
      · rw [(heq i).mp (hall i (Finset.mem_univ i)) k hz, mul_comm]
    have hUU : U * Uᴴ = 1 := Matrix.mem_unitaryGroup_iff.mp h.unitary
    have hC : C = Matrix.diagonal (fun i => ((C i i).re : ℂ)) := by
      refine h.decomp.trans ?_
      rw [hUD, Matrix.mul_assoc, hUU, mul_one]
    rw [hC]
    exact Matrix.isDiag_diagonal _
  · intro hd i _
    refine (heq i).mpr fun k hz => ?_
    -- the eigenvalue equation `C U = U diag(p)`, read at site `i`
    have hCU : C * U = U * Matrix.diagonal (fun k => (p k : ℂ)) := by
      have hV : Uᴴ * U = 1 := Matrix.mem_unitaryGroup_iff'.mp h.unitary
      rw [h.decomp, Matrix.mul_assoc, hV, mul_one]
    have e := congrFun (congrFun hCU i) k
    rw [← hd.diagonal_diag, Matrix.diagonal_mul, Matrix.mul_diagonal, Matrix.diag_apply,
      mul_comm] at e
    have e' := congrArg Complex.re (mul_left_cancel₀ hz e)
    simpa using e'.symm
```

## Bounds for the entropy of the eigenvalues

The spectral theorem supplies Mathlib's eigenvectors and eigenvalues as an instance of the structure.

```lean
/-- The eigenvector unitary and the eigenvalues of a Hermitian matrix `C` satisfy
`IsNaturalOrbitals`, that is, `C = U diag(p) U†`. -/
theorem isNaturalOrbitals_eigen {C : Matrix n n ℂ} (hC : C.IsHermitian) :
    IsNaturalOrbitals C (hC.eigenvectorUnitary : Matrix n n ℂ) hC.eigenvalues := by
  refine ⟨hC.eigenvectorUnitary.2, ?_⟩
  have h := hC.spectral_theorem
  rw [Unitary.conjStarAlgAut_apply] at h
  exact h
```

The bound and the equality criterion follow.

```lean
/-- Site-basis entropy bound: for `0 ≤ C ≤ I` the summed binary entropy of the eigenvalues
is at most the summed binary entropy of the diagonal entries. -/
theorem spectral_entropy_le_site_entropy {C : Matrix n n ℂ}
    (h0 : C.PosSemidef) (h1 : (1 - C).PosSemidef) :
    ∑ k, modeEntropy (h0.isHermitian.eigenvalues k) ≤ ∑ i, modeEntropy (C i i).re :=
  have h := isNaturalOrbitals_eigen h0.isHermitian
  (h.entropy_le_and_eq_iff (h.occupation_mem h0 h1)).1

/-- For `0 ≤ C ≤ I` the site-basis entropy bound is an equality exactly when all off-diagonal
entries of `C` vanish. -/
theorem spectral_entropy_eq_site_entropy_iff {C : Matrix n n ℂ}
    (h0 : C.PosSemidef) (h1 : (1 - C).PosSemidef) :
    ∑ k, modeEntropy (h0.isHermitian.eigenvalues k) = ∑ i, modeEntropy (C i i).re ↔
      C.IsDiag :=
  have h := isNaturalOrbitals_eigen h0.isHermitian
  (h.entropy_le_and_eq_iff (h.occupation_mem h0 h1)).2
```

In a general orbital basis only the inequality is stated. The proof checks that \(V^\dagger U\) diagonalises \(V^\dagger CV\) with the same occupations.

```lean
/-- For `0 ≤ C ≤ I` the bound holds in every orthonormal orbital basis, given by the columns
of a unitary `V`, with the occupations `(V† C V) i i` in place of the site densities. -/
theorem spectral_entropy_le_orbital_entropy {C V : Matrix n n ℂ}
    (h0 : C.PosSemidef) (h1 : (1 - C).PosSemidef) (hV : V ∈ Matrix.unitaryGroup n ℂ) :
    ∑ k, modeEntropy (h0.isHermitian.eigenvalues k) ≤
      ∑ i, modeEntropy ((Vᴴ * C * V) i i).re := by
  have h := isNaturalOrbitals_eigen h0.isHermitian
  have hp := h.occupation_mem h0 h1
  generalize (h0.isHermitian.eigenvectorUnitary : Matrix n n ℂ) = U at h
  -- in the new basis the natural orbitals are the columns of `V† U`
  have h' : IsNaturalOrbitals (Vᴴ * C * V) (Vᴴ * U) h0.isHermitian.eigenvalues := by
    refine ⟨mul_mem (Matrix.mem_unitaryGroup_iff.mpr ?_) h.unitary, ?_⟩
    · rw [Matrix.star_eq_conjTranspose, Matrix.conjTranspose_conjTranspose]
      exact Matrix.mem_unitaryGroup_iff'.mp hV
    · refine (congrArg (fun M => Vᴴ * M * V) h.decomp).trans ?_
      simp only [Matrix.conjTranspose_mul, Matrix.conjTranspose_conjTranspose,
        Matrix.mul_assoc]
  exact (h'.entropy_le_and_eq_iff hp).1

end

end FreeFermionEntropy
```

```lean
#print axioms FreeFermionEntropy.spectral_entropy_le_site_entropy
-- 'FreeFermionEntropy.spectral_entropy_le_site_entropy' depends on axioms: [propext, Classical.choice, Quot.sound]
#print axioms FreeFermionEntropy.spectral_entropy_eq_site_entropy_iff
-- 'FreeFermionEntropy.spectral_entropy_eq_site_entropy_iff' depends on axioms: [propext, Classical.choice, Quot.sound]
#print axioms FreeFermionEntropy.spectral_entropy_le_orbital_entropy
-- 'FreeFermionEntropy.spectral_entropy_le_orbital_entropy' depends on axioms: [propext, Classical.choice, Quot.sound]
```

These are statements about a finite matrix. Reading \(\sum_k h(p_k)\) as the von Neumann entropy of the region needs a further input: its reduced state must be Gaussian and number-conserving, as it is for a region of a Slater determinant.
